# In a harmonic lattice model, a higher-lying occupation state can appear lowest at its own relaxed geometry

## Energy surfaces with a common stiffness

Let \(V\) be a real inner-product space. A vector \(q\in V\) is a distortion of the lattice, and \(q=0\) is the undistorted lattice. The dimension of \(V\) is arbitrary, so one breathing mode and many coupled displacements are treated alike.

```lean
import Mathlib

open scoped InnerProductSpace

namespace MetastableOccupations

noncomputable section
```

An occupation state \(a\), for instance one particular filling of the localised orbitals on an ion, enters through two data: its energy \(e_a\) on the undistorted lattice and the force \(F_a\in V\) that it exerts there. In Lean these are the fields `bare` and `force`. Both are inputs. The model does not compute them from an electronic Hamiltonian.

```lean
/-- An occupation state: its energy on the undistorted lattice and the force it exerts
on the lattice coordinates. -/
structure Occupation (V : Type*) where
  bare : ℝ
  force : V
```

The energy of occupation \(a\) at distortion \(q\) is

\[
E_a(q)=e_a-\langle F_a,q\rangle+\tfrac{k}{2}\|q\|^2 .
\]

The minus sign makes \(F_a\) the force \(-\nabla E_a\) at \(q=0\). The constant \(k\) is the elastic stiffness of the lattice. It is the same for every occupation and, measured in the norm of \(V\), for every direction of distortion. Finitely many modes with different positive stiffnesses are covered by choosing the inner product so that their elastic energy is \(k\|q\|^2/2\); the gradient that defines \(F_a\) is then taken in that inner product. The occupation stays fixed while the lattice moves, and different occupations do not mix. In Lean, \(E_a(q)\) is `energy k a q`.

```lean
variable {V : Type*} [NormedAddCommGroup V] [InnerProductSpace ℝ V]

/-- Energy of an occupation at lattice distortion `q`, with linear coupling to the lattice
and harmonic stiffness `k`. -/
def energy (k : ℝ) (a : Occupation V) (q : V) : ℝ :=
  a.bare - inner ℝ a.force q + k * ‖q‖ ^ 2 / 2
```

The force at \(q\) is \(F_a-kq\), which vanishes at

\[
q_a=\frac{F_a}{k}.
\]

```lean
/-- The distortion `F / k` at which force and elastic restoring force balance, for `k ≠ 0`. -/
def relaxed (k : ℝ) (a : Occupation V) : V := k⁻¹ • a.force
```

Write \(m_a=E_a(q_a)\) for the energy at this geometry. Inserting \(q_a\) gives \(m_a=e_a-\|F_a\|^2/(2k)\). The name `minEnergy` anticipates that \(q_a\) is a minimum, which is proved below.

```lean
/-- Energy of an occupation at its own relaxed geometry, for `k ≠ 0`. -/
def minEnergy (k : ℝ) (a : Occupation V) : ℝ := energy k a (relaxed k a)
```

For two occupations \(a\) and \(b\), the reorganisation energy is

\[
R_{ab}=\frac{\|F_a-F_b\|^2}{2k}.
\]

It is symmetric in \(a\) and \(b\), and for \(k>0\) it is zero only when the forces agree.

```lean
/-- Reorganisation energy `‖F_a - F_b‖² / (2k)` between two occupations, for `k ≠ 0`. -/
def reorg (k : ℝ) (a b : Occupation V) : ℝ := ‖a.force - b.force‖ ^ 2 / (2 * k)
```

## The relaxed geometry is the only minimum

From here on \(k>0\), the hypothesis `hk`, which says that the lattice resists distortion. Since \(F_a=kq_a\),

\[
E_a(q)=e_a-k\langle q_a,q\rangle+\tfrac{k}{2}\|q\|^2
=e_a-\tfrac{k}{2}\|q_a\|^2+\tfrac{k}{2}\|q-q_a\|^2 .
\]

Setting \(q=q_a\) identifies the constant as \(m_a\), so

\[
E_a(q)=m_a+\tfrac{k}{2}\|q-q_a\|^2 .
\]

```lean
/-- For positive stiffness, the energy is the relaxed energy plus the elastic cost of
displacing the lattice from the relaxed geometry. -/
theorem energy_eq_min_add {k : ℝ} (hk : 0 < k) (a : Occupation V) (q : V) :
    energy k a q = minEnergy k a + k / 2 * ‖q - relaxed k a‖ ^ 2 := by
  have h : ∀ p, inner ℝ a.force p = k * inner ℝ (relaxed k a) p := by
    intro p
    rw [relaxed, real_inner_smul_left, ← mul_assoc, mul_inv_cancel₀ hk.ne', one_mul]
  have hc := real_inner_comm q (relaxed k a)
  simp only [minEnergy, energy]
  rw [h q, h (relaxed k a), norm_sub_sq_real, real_inner_self_eq_norm_sq]
  linear_combination (-k) * hc
```

In the proof, `h` is the substitution \(F_a=kq_a\) inside the inner product, and `norm_sub_sq_real` expands the square. The final `linear_combination` uses the symmetry of the inner product to match the cross terms.

The elastic term is never negative, and it is strictly positive when \(q\ne q_a\). Hence \(E_a(q)\le E_a(p)\) for all \(p\) exactly when \(q=q_a\).

```lean
/-- For positive stiffness, a geometry minimises the energy of an occupation exactly when it is
the relaxed geometry. -/
theorem minimises_iff {k : ℝ} (hk : 0 < k) (a : Occupation V) (q : V) :
    (∀ p, energy k a q ≤ energy k a p) ↔ q = relaxed k a := by
  constructor
  · intro h
    by_contra hne
    have hpos : 0 < ‖q - relaxed k a‖ := norm_pos_iff.mpr (sub_ne_zero.mpr hne)
    have hcost : 0 < k / 2 * ‖q - relaxed k a‖ ^ 2 := by positivity
    have h1 : energy k a q ≤ minEnergy k a := h (relaxed k a)
    have h2 := energy_eq_min_add hk a q
    linarith
  · rintro rfl p
    have h1 : energy k a (relaxed k a) = minEnergy k a := rfl
    have hcost : 0 ≤ k / 2 * ‖p - relaxed k a‖ ^ 2 := by positivity
    rw [h1, energy_eq_min_add hk a p]
    linarith
```

The first half of the proof supposes that a minimiser \(q\) differs from \(q_a\) and compares it with \(q_a\): the positive cost `hcost` contradicts minimality. The second half reads the inequality off the completed square.

A nonzero stiffness would not be enough here. Take \(V=\mathbb{R}\), \(k=-1\), \(e_a=0\) and \(F_a=0\). Then \(E_a(q)=-q^2/2\), and the force-free point \(q_a=0\) is a maximum.

## The gap at another occupation's minimum

Now evaluate the surface of \(b\) at the relaxed geometry of \(a\). The completed square for \(b\) gives

\[
E_b(q_a)=m_b+\tfrac{k}{2}\|q_a-q_b\|^2,
\qquad q_a-q_b=\frac{F_a-F_b}{k}.
\]

The elastic term is therefore \(\frac{k}{2}\cdot\frac{1}{k^2}\|F_a-F_b\|^2=R_{ab}\). Subtracting \(E_a(q_a)=m_a\) yields

\[
E_b(q_a)-E_a(q_a)=m_b-m_a+\frac{\|F_a-F_b\|^2}{2k}.
\]

The left side is the gap seen with the lattice frozen at \(q_a\). It exceeds the difference of the relaxed energies by \(R_{ab}\), a bias in favour of the occupation for which the lattice was relaxed.

```lean
/-- For positive stiffness, the energy gap to occupation `b` at the relaxed geometry of `a` is
the difference of the relaxed energies plus the reorganisation energy. -/
theorem vertical_gap {k : ℝ} (hk : 0 < k) (a b : Occupation V) :
    energy k b (relaxed k a) - energy k a (relaxed k a)
      = minEnergy k b - minEnergy k a + reorg k a b := by
  have hm : energy k a (relaxed k a) = minEnergy k a := rfl
  -- the two minima are separated by the force difference divided by the stiffness
  have h : relaxed k a - relaxed k b = k⁻¹ • (a.force - b.force) := by
    simp only [relaxed, smul_sub]
  have hkk : k * k⁻¹ = 1 := mul_inv_cancel₀ hk.ne'
  rw [hm, energy_eq_min_add hk b, h, norm_smul, mul_pow, Real.norm_eq_abs, sq_abs, reorg]
  linear_combination (k⁻¹ * ‖a.force - b.force‖ ^ 2 / 2) * hkk
```

Here `h` is the formula for \(q_a-q_b\), the rewriting inserts it into the completed square for \(b\), and `hkk` supplies the cancellation \(k\,k^{-1}=1\).

## Which occupation appears lowest

Consider a family of occupations labelled by \(i\), with \(E_i\), \(m_i\), \(q_i\) and \(R_{ij}\) defined as before. State \(i\) is lowest at its own relaxed geometry, ties allowed, when \(E_i(q_i)\le E_j(q_i)\) for every \(j\). By the gap formula this means

\[
m_i-m_j\le R_{ij}\quad\text{for every } j .
\]

A state of lowest relaxed energy always passes this test, because the left side is then at most zero. A state with higher relaxed energy passes too if each excess is covered by the corresponding reorganisation energy.

```lean
/-- For positive stiffness, occupation `i` of a family is lowest at its own relaxed geometry
exactly when its relaxed energy exceeds that of each `j` by at most their reorganisation energy. -/
theorem appears_lowest_iff {ι : Type*} {k : ℝ} (hk : 0 < k) (s : ι → Occupation V) (i : ι) :
    (∀ j, energy k (s i) (relaxed k (s i)) ≤ energy k (s j) (relaxed k (s i))) ↔
      ∀ j, minEnergy k (s i) - minEnergy k (s j) ≤ reorg k (s i) (s j) := by
  refine forall_congr' fun j => ?_
  have h := vertical_gap hk (s i) (s j)
  constructor <;> intro h' <;> linarith
```

The family is the function `s` from an arbitrary label type `ι`, which may be infinite. The proof treats one \(j\) at a time and rearranges the gap formula with `linarith`.

For two occupations, ask that each be strictly lower than the other at its own relaxed geometry. The two conditions are \(m_a-m_b<R_{ab}\) and \(m_b-m_a<R_{ab}\), which together say

\[
|m_a-m_b|<R_{ab}.
\]

```lean
/-- For positive stiffness, two occupations are each strictly lower than the other at their own
relaxed geometry exactly when their relaxed energies differ by less than the reorganisation
energy. -/
theorem bistable_iff {k : ℝ} (hk : 0 < k) (a b : Occupation V) :
    (energy k a (relaxed k a) < energy k b (relaxed k a) ∧
      energy k b (relaxed k b) < energy k a (relaxed k b)) ↔
      |minEnergy k a - minEnergy k b| < reorg k a b := by
  have h1 := vertical_gap hk a b
  have h2 := vertical_gap hk b a
  have hs : reorg k b a = reorg k a b := by rw [reorg, reorg, norm_sub_rev]
  rw [abs_lt]
  constructor <;> rintro ⟨h, h'⟩ <;> constructor <;> linarith
```

The proof applies the gap formula in both directions, uses the symmetry of \(R_{ab}\) (`hs`), and splits the absolute value with `abs_lt`. The theorem concerns the order of the energies at two geometries. It makes no statement about lifetimes or about the convergence of an electronic iteration.

## A window of bare energies with the wrong order

Compare an uncoupled occupation, with zero bare energy and zero force, with a coupled one of bare energy \(e\) and force \(F\). Their relaxed energies are \(0\) and \(e-\|F\|^2/(2k)\). The coupled occupation is the wrong one, in the sense of having the higher relaxed energy, when

\[
e>\frac{\|F\|^2}{2k}.
\]

At its relaxed geometry \(F/k\), the coupled occupation has energy \(e-\|F\|^2/(2k)\), while the uncoupled one pays the elastic energy \(\|F\|^2/(2k)\). The coupled one is lower there when \(e<\|F\|^2/k\). Both happen exactly for

\[
\frac{\|F\|^2}{2k}<e<\frac{\|F\|^2}{k}.
\]

With \(k=1\), \(\|F\|=1\) and \(e=3/4\), the relaxed energies are \(0\) for the uncoupled and \(1/4\) for the coupled occupation. At the geometry relaxed for the coupled occupation, however, the energies are \(1/2\) and \(1/4\), so the order is reversed. For \(F=0\) the window is empty.

```lean
/-- Take an uncoupled occupation of energy zero and one with bare energy `e` and force `F`, at
positive stiffness. The second has the higher relaxed energy and yet is the lower one at its own
relaxed geometry exactly when `e` lies between `‖F‖²/(2k)` and `‖F‖²/k`. -/
theorem wrong_occupation_window {k : ℝ} (hk : 0 < k) (e : ℝ) (F : V) :
    (minEnergy k (⟨0, 0⟩ : Occupation V) < minEnergy k ⟨e, F⟩ ∧
      energy k ⟨e, F⟩ (relaxed k ⟨e, F⟩) < energy k ⟨0, 0⟩ (relaxed k ⟨e, F⟩)) ↔
      ‖F‖ ^ 2 / (2 * k) < e ∧ e < ‖F‖ ^ 2 / k := by
  have h1 : minEnergy k (⟨0, 0⟩ : Occupation V) = 0 := by
    simp [minEnergy, energy, relaxed]
  -- taken in either order, the two occupations have reorganisation energy `‖F‖²/(2k)`
  have hr : reorg k (⟨e, F⟩ : Occupation V) ⟨0, 0⟩ = ‖F‖ ^ 2 / (2 * k) := by
    simp [reorg]
  have hr' : reorg k (⟨0, 0⟩ : Occupation V) ⟨e, F⟩ = ‖F‖ ^ 2 / (2 * k) := by
    simp [reorg]
  have h0 : energy k (⟨e, F⟩ : Occupation V) (relaxed k ⟨0, 0⟩) = e := by
    simp [energy, relaxed]
  have h0' : energy k (⟨0, 0⟩ : Occupation V) (relaxed k ⟨0, 0⟩) = 0 := h1
  have h2 := vertical_gap hk (⟨0, 0⟩ : Occupation V) ⟨e, F⟩
  have h3 := vertical_gap hk (⟨e, F⟩ : Occupation V) ⟨0, 0⟩
  have hd : ‖F‖ ^ 2 / k = 2 * (‖F‖ ^ 2 / (2 * k)) := by ring
  rw [hr', h0, h0', h1] at h2
  rw [hr, h1] at h3
  rw [h1, hd]
  constructor <;> rintro ⟨h, h'⟩ <;> constructor <;> linarith
```

In Lean, `⟨0, 0⟩` and `⟨e, F⟩` are the two occupations, each written as bare energy followed by force. The proof evaluates both surfaces on the undistorted lattice, which is the relaxed geometry of the uncoupled occupation, and the reorganisation energy by simplification. It then applies the gap formula once at each relaxed geometry: the first application fixes the relaxed energy of the coupled state, and the second gives the upper edge of the window.

This bears on DFT+U calculations in which several occupation matrices can be converged for the same ion: for fixed, non-mixing occupations with linear coupling and a common stiffness, a comparison at one relaxed geometry can give the wrong order, whereas relaxing each occupation separately and comparing the \(m_a\) gives the right one.

## The lowest crossing of two surfaces

Because the stiffness is common, the quadratic terms cancel in \(E_b(q)-E_a(q)\). Put \(G=m_b-m_a+R_{ab}\), the gap at \(q_a\). Then

\[
E_b(q)-E_a(q)=G-\langle F_b-F_a,\;q-q_a\rangle .
\]

```lean
/-- For positive stiffness, the gap between two occupations changes linearly as the lattice
leaves the relaxed geometry of the first, with slope given by the force difference. -/
theorem gap_at {k : ℝ} (hk : 0 < k) (a b : Occupation V) (q : V) :
    energy k b q - energy k a q = (minEnergy k b - minEnergy k a + reorg k a b)
      - inner ℝ (b.force - a.force) (q - relaxed k a) := by
  rw [← vertical_gap hk a b]
  simp only [energy, inner_sub_left, inner_sub_right]
  ring
```

The proof replaces \(G\) by the gap at \(q_a\), expands the inner products and compares terms.

Suppose now that \(F_a\ne F_b\), so that \(R_{ab}>0\). At a crossing point \(q\) the gap vanishes, hence \(G=\langle F_b-F_a,q-q_a\rangle\). The Cauchy–Schwarz inequality and \(\|F_b-F_a\|^2=2kR_{ab}\) give

\[
G^2\le 2kR_{ab}\,\|q-q_a\|^2,
\qquad\text{so}\qquad
E_a(q)=m_a+\tfrac{k}{2}\|q-q_a\|^2\ge m_a+\frac{G^2}{4R_{ab}} .
\]

The bound is attained at \(q=q_a+t(F_b-F_a)\) with \(t=G/(2kR_{ab})\). There the inner product equals \(2kR_{ab}\,t=G\), so the surfaces cross, and the elastic cost is \(\frac{k}{2}t^2\cdot 2kR_{ab}=G^2/(4R_{ab})\). The lowest crossing energy is therefore

\[
m_a+\frac{(m_b-m_a+R_{ab})^2}{4R_{ab}} .
\]

When \(|m_a-m_b|<R_{ab}\), this is the energy of the pass between the two minima on the lower envelope \(\min(E_a,E_b)\), and the barrier measured from the minimum at \(q_a\) is the second term alone. The formula for the lowest crossing energy also holds for other values of \(m_a-m_b\), where it no longer describes such a pass. Electronic mixing, which would round off the crossing, is absent from the model.

```lean
/-- For positive stiffness and different forces, the lowest energy at which the two surfaces
cross is `m_a + (m_b - m_a + R)² / (4R)`, where `m_a`, `m_b` are the relaxed energies and `R` is
the reorganisation energy. -/
theorem crossing_energy {k : ℝ} (hk : 0 < k) (a b : Occupation V) (hF : a.force ≠ b.force) :
    IsLeast {E : ℝ | ∃ q, energy k a q = E ∧ energy k b q = E}
      (minEnergy k a +
        (minEnergy k b - minEnergy k a + reorg k a b) ^ 2 / (4 * reorg k a b)) := by
  have hD : 0 < ‖a.force - b.force‖ := norm_pos_iff.mpr (sub_ne_zero.mpr hF)
  have hR : 0 < reorg k a b := by unfold reorg; positivity
  have hN : ‖b.force - a.force‖ ^ 2 = 2 * k * reorg k a b := by
    rw [reorg, norm_sub_rev, mul_div_cancel₀ _ (by positivity)]
  constructor
  · -- the optimal crossing point lies along the force difference
    obtain ⟨t, ht⟩ : ∃ t : ℝ, t * (2 * k * reorg k a b)
        = minEnergy k b - minEnergy k a + reorg k a b :=
      ⟨_, div_mul_cancel₀ _ (by positivity)⟩
    have hA : energy k a (relaxed k a + t • (b.force - a.force)) = minEnergy k a +
        (minEnergy k b - minEnergy k a + reorg k a b) ^ 2 / (4 * reorg k a b) := by
      rw [energy_eq_min_add hk, add_sub_cancel_left, norm_smul, mul_pow, Real.norm_eq_abs,
        sq_abs, hN, add_right_inj, eq_div_iff (by positivity), ← ht]
      ring
    have h := gap_at hk a b (relaxed k a + t • (b.force - a.force))
    rw [add_sub_cancel_left, real_inner_smul_right, real_inner_self_eq_norm_sq, hN, ht] at h
    exact ⟨_, hA, by linarith⟩
  · -- Cauchy-Schwarz bounds the displacement needed to close the gap
    rintro E ⟨q, h1, h2⟩
    have hg := gap_at hk a b q
    have hE := energy_eq_min_add hk a q
    have cs : (inner ℝ (b.force - a.force) (q - relaxed k a)) ^ 2
        ≤ ‖b.force - a.force‖ ^ 2 * ‖q - relaxed k a‖ ^ 2 := by
      rw [← mul_pow, ← sq_abs (inner ℝ (b.force - a.force) (q - relaxed k a))]
      exact pow_le_pow_left₀ (abs_nonneg _) (abs_real_inner_le_norm _ _) 2
    have hi : minEnergy k b - minEnergy k a + reorg k a b
        = inner ℝ (b.force - a.force) (q - relaxed k a) := by linarith
    have hb : (minEnergy k b - minEnergy k a + reorg k a b) ^ 2 / (4 * reorg k a b)
        ≤ k / 2 * ‖q - relaxed k a‖ ^ 2 := by
      rw [div_le_iff₀ (by positivity), hi]
      rw [hN] at cs
      linarith
    linarith

end

end MetastableOccupations
```

The set inside `IsLeast` contains every energy \(E\) that both surfaces take at some common \(q\). `IsLeast` requires that the stated value belong to this set and that no member lie below it. The first bullet of the proof constructs \(t\) and checks the point along the force difference. The second takes an arbitrary crossing and derives the lower bound, with `cs` as the squared Cauchy–Schwarz inequality and `hi` as the crossing condition.

The hypothesis `hF` excludes surfaces that never meet. Take \(V=\mathbb{R}\), \(k=1\), \(F_a=F_b=0\), \(e_a=0\) and \(e_b=1\). The gap is then \(1\) at every \(q\), and there is no crossing energy at all. The obstruction is equal forces with unequal bare energies; if the bare energies agree as well, the surfaces coincide and their lowest common energy is \(m_a\).

```lean
#print axioms MetastableOccupations.appears_lowest_iff
-- 'MetastableOccupations.appears_lowest_iff' depends on axioms: [propext, Classical.choice, Quot.sound]
#print axioms MetastableOccupations.bistable_iff
-- 'MetastableOccupations.bistable_iff' depends on axioms: [propext, Classical.choice, Quot.sound]
#print axioms MetastableOccupations.wrong_occupation_window
-- 'MetastableOccupations.wrong_occupation_window' depends on axioms: [propext, Classical.choice, Quot.sound]
#print axioms MetastableOccupations.crossing_energy
-- 'MetastableOccupations.crossing_energy' depends on axioms: [propext, Classical.choice, Quot.sound]
```
